# A new coupling alone cannot match a nonzero Hubbard correction at two distinct nonzero level occupations after they are rescaled by \(s \neq 1\)

A change of Hubbard projector is represented here by a single real number \(s>0\): every occupation \(n\) becomes \(s\,n\). This describes a change in the norm of the projector. If each localised orbital \(|\varphi_a\rangle\) is replaced by \(\sqrt{s}\,|\varphi_a\rangle\) while the Kohn–Sham states stay fixed, every element of the occupation matrix is multiplied by \(s\). A change in the shape of the orbitals generally does more than this, and so does the self-consistent response of the electrons; both are left out.

The correction is taken in the simplified rotationally invariant form \(\frac{U}{2}\,\mathrm{Tr}[n(1-n)]\). With the old projector its coupling is \(U\), with the new one \(W\). The question is whether \(W\) can be chosen so that the two correction energies agree. Within this uniform-rescaling model, with the Kohn–Sham states held fixed and \(s\neq1\), the answer is that no single new coupling reproduces the correction of a nonzero \(U\) at two distinct nonzero level occupations. A match at one occupation is usually possible, as shown below.

## Sites and orbitals

```lean
import Mathlib

open Matrix

namespace HubbardProjectorRescaling

noncomputable section

variable {m k : Type*} [Fintype m] [DecidableEq m] [Fintype k] [DecidableEq k]
```

The types `m` and `k` label the orbitals of two sites. Both are finite, and they may differ in size. The two-site theorem below uses the same coupling on both sites, so its natural application is to shells of the same kind, for example the \(d\) shells of two atoms of one element. Spin is not written separately: the labels can stand for the orbitals of one spin channel, or for all spin-orbitals of the site when both channels are to be included.

## The energy of one level

```lean
/-- The Hubbard correction energy `U/2 · x (1 - x)` of one level with occupation `x`. -/
def levelEnergy (U x : ℝ) : ℝ := U / 2 * (x * (1 - x))
```

This defines

\[
E_U(x)=\frac{U}{2}\,x(1-x).
\]

The occupation `x` is any real number. The physical range \(0\le x\le 1\) is not imposed, so the theorems cover it and more. The coupling may have either sign.

## The energy of a site

```lean
/-- The rotationally invariant Hubbard correction energy `U/2 · Tr[n (1 - n)]` of a site
with occupation matrix `n` (real part of the trace). -/
def hubbardEnergy (U : ℝ) (n : Matrix m m ℂ) : ℝ := U / 2 * (trace (n * (1 - n))).re
```

For a complex occupation matrix \(n\) the energy is \(\frac{U}{2}\,\mathrm{Re}\,\mathrm{Tr}[n(1-n)]\), where `1` is the identity matrix and `.re` takes the real part. A physical occupation matrix is Hermitian, which makes this trace real already. The definition does not ask for Hermiticity, and none of the results needs it.

## Diagonal occupations give a sum over levels

```lean
/-- For a diagonal occupation matrix the site energy is the sum of the level energies. -/
theorem hubbardEnergy_diagonal (U : ℝ) (x : m → ℝ) :
    hubbardEnergy U (diagonal fun i => (x i : ℂ)) = ∑ i, levelEnergy U (x i) := by
  have h : (diagonal fun i => (x i : ℂ)) * (1 - diagonal fun i => (x i : ℂ))
      = diagonal fun i => ((x i * (1 - x i) : ℝ) : ℂ) := by
    rw [← diagonal_one, diagonal_sub, diagonal_mul_diagonal]
    congr 1
    funext i
    push_cast
    ring
  unfold hubbardEnergy levelEnergy
  rw [h, trace_diagonal, ← Complex.ofReal_sum, Complex.ofReal_re, Finset.mul_sum]
```

In a Lean theorem the assumptions stand before the last main colon and the claim after it. The claim here is

\[
\frac{U}{2}\,\mathrm{Re}\,\mathrm{Tr}[n(1-n)]=\sum_i \frac{U}{2}\,x_i(1-x_i)
\qquad\text{for } n=\mathrm{diag}(x_i).
\]

By hand, \(n(1-n)\) is diagonal with entries \(x_i(1-x_i)\), and the trace adds them. The intermediate fact `h` is the first half of that sentence, and the last line takes the trace. The two definitions therefore describe the same correction, and a one-orbital site is a single level.

## Two traces carry all the information

```lean
/-- The correction energy at rescaled occupations `s n`, written with the traces of `n`
and `n²`. -/
theorem hubbardEnergy_smul (W s : ℝ) (n : Matrix m m ℂ) :
    hubbardEnergy W (s • n)
      = W / 2 * (s * (trace n).re - s ^ 2 * (trace (n * n)).re) := by
  have h : (s • n) * (1 - s • n) = s • n - (s ^ 2) • (n * n) := by
    rw [mul_sub, mul_one, smul_mul_smul_comm, pow_two]
  unfold hubbardEnergy
  rw [h]
  simp only [trace_sub, trace_smul, Complex.sub_re, Complex.smul_re, smul_eq_mul]
```

The expression `s • n` is the matrix \(n\) multiplied by the number \(s\). Expanding gives

\[
(sn)(1-sn)=sn-s^2n^2,
\]

so the energy at rescaled occupations is \(\frac{W}{2}(s\,t-s^2q)\), with \(t=\mathrm{Re}\,\mathrm{Tr}\,n\) and \(q=\mathrm{Re}\,\mathrm{Tr}\,n^2\). The fact `h` is the expansion, and the final `simp only` takes the trace term by term.

```lean
/-- The correction energy written with the traces of `n` and `n²`. -/
theorem hubbardEnergy_eq (U : ℝ) (n : Matrix m m ℂ) :
    hubbardEnergy U n = U / 2 * ((trace n).re - (trace (n * n)).re) := by
  have h := hubbardEnergy_smul U 1 n
  rw [one_smul] at h
  rw [h]
  ring
```

Setting \(s=1\) gives the original energy, \(\frac{U}{2}(t-q)\). The linear part scales with \(s\) and the quadratic part with \(s^2\), and this mismatch is the source of the obstruction.

## Matching both coefficients forces zero

```lean
/-- For `s > 0` with `s ≠ 1`: if the linear and the quadratic coefficients of the two correction
energies, `U = W s` and `U = W s²`, both agree, then both couplings vanish. -/
theorem couplings_vanish {s U W : ℝ} (hs : 0 < s) (hs1 : s ≠ 1)
    (a : U - W * s = 0) (b : U - W * s ^ 2 = 0) : U = 0 ∧ W = 0 := by
  have h : W * (s * (1 - s)) = 0 := by linear_combination b - a
  have hW : W = 0 := (mul_eq_zero.mp h).resolve_right
    (mul_ne_zero hs.ne' (sub_ne_zero.mpr hs1.symm))
  exact ⟨by linear_combination a + s * hW, hW⟩
```

Suppose the linear and quadratic coefficients both agree:

\[
U=Ws,\qquad U=Ws^2 .
\]

Subtracting gives \(W\,s(1-s)=0\). Since \(s>0\) and \(s\neq1\), the factor \(s(1-s)\) is not zero, so \(W=0\), and then \(U=Ws=0\).

The proof follows these lines. The tactic `linear_combination b - a` tells Lean to obtain the goal by subtracting equation `a` from equation `b`, and Lean checks the remaining algebra. The term `mul_eq_zero` says that a product vanishes only if a factor does, and `resolve_right` discards the factor known to be nonzero.

## Two occupations are enough

```lean
/-- For a rescaling factor `s > 0` with `s ≠ 1`: if couplings `U` on occupations and `W` on rescaled
occupations give the same correction energy at two distinct nonzero occupations, then both couplings
are zero. -/
theorem no_rescaled_coupling {s U W x y : ℝ} (hs : 0 < s) (hs1 : s ≠ 1)
    (hx : x ≠ 0) (hy : y ≠ 0) (hxy : x ≠ y)
    (h₁ : levelEnergy U x = levelEnergy W (s * x))
    (h₂ : levelEnergy U y = levelEnergy W (s * y)) : U = 0 ∧ W = 0 := by
  unfold levelEnergy at h₁ h₂
  -- divide each equation by its occupation
  have e₁ : U * (1 - x) = W * s * (1 - s * x) :=
    mul_left_cancel₀ hx (by linear_combination 2 * h₁)
  have e₂ : U * (1 - y) = W * s * (1 - s * y) :=
    mul_left_cancel₀ hy (by linear_combination 2 * h₂)
  -- the difference isolates the quadratic coefficient
  have hb : (U - W * s ^ 2) * (y - x) = 0 := by linear_combination e₁ - e₂
  have b : U - W * s ^ 2 = 0 :=
    (mul_eq_zero.mp hb).resolve_right (sub_ne_zero.mpr hxy.symm)
  exact couplings_vanish hs hs1 (by linear_combination e₁ + x * b) b
```

The hypotheses `h₁` and `h₂` say that the energies agree at occupations \(x\) and \(y\), with the same pair \(U,W\) at both. The other hypotheses say that \(x\) and \(y\) are nonzero and distinct, and that \(s\) is positive and not 1.

By hand, the first equation is

\[
\frac{U}{2}\,x(1-x)=\frac{W}{2}\,s x(1-s x).
\]

Multiplying by 2 and dividing by \(x\), and doing the same for \(y\), gives

\[
U(1-x)=Ws(1-sx),\qquad U(1-y)=Ws(1-sy).
\]

These are `e₁` and `e₂`. Their difference is

\[
U(y-x)=Ws^2(y-x),
\]

and since \(x\ne y\), it follows that \(U=Ws^2\), which is `b`. Putting this back into the first equation leaves \(U=Ws\). The previous lemma then gives \(U=W=0\).

The condition that both occupations be nonzero matters. Take \(s=\tfrac12\), \(x=\tfrac12\), \(y=0\), \(U=3\) and \(W=4\). At \(y=0\) both energies vanish. At \(x=\tfrac12\) they are \(\tfrac32\cdot\tfrac14=\tfrac38\) and \(2\cdot\tfrac14\cdot\tfrac34=\tfrac38\). The energies agree at two distinct occupations although neither coupling is zero. An empty level supplies no information.

## The exact criterion for two sites

```lean
/-- For a rescaling factor `s > 0` with `s ≠ 1` and two sites with arbitrary occupation matrices,
the zero couplings are the only ones that match both energies exactly when `Tr n₁ · Tr n₂² ≠ Tr n₂ ·
Tr n₁²` (real parts). -/
theorem only_trivial_fit_iff {s : ℝ} (hs : 0 < s) (hs1 : s ≠ 1)
    (n₁ : Matrix m m ℂ) (n₂ : Matrix k k ℂ) :
    (∀ U W : ℝ, hubbardEnergy U n₁ = hubbardEnergy W (s • n₁) →
      hubbardEnergy U n₂ = hubbardEnergy W (s • n₂) → U = 0 ∧ W = 0) ↔
    (trace n₁).re * (trace (n₂ * n₂)).re ≠ (trace n₂).re * (trace (n₁ * n₁)).re := by
  simp only [hubbardEnergy_smul]
  simp only [hubbardEnergy_eq]
  generalize (trace n₁).re = t₁
  generalize (trace n₂).re = t₂
  generalize (trace (n₁ * n₁)).re = q₁
  generalize (trace (n₂ * n₂)).re = q₂
  constructor
  · intro h heq
    have key : ∀ t q : ℝ, s * t - s ^ 2 * q = 0 ∧ t - q = 0 → t = 0 ∧ q = 0 := by
      rintro t q ⟨h1, h2⟩
      have h3 : s * (1 - s) * t = 0 := by linear_combination h1 - s ^ 2 * h2
      have ht : t = 0 := (mul_eq_zero.mp h3).resolve_left
        (mul_ne_zero hs.ne' (sub_ne_zero.mpr hs1.symm))
      exact ⟨ht, by linear_combination ht - h2⟩
    -- couplings fitted to one site also fit the other, so all traces would vanish
    obtain ⟨a₁, b₁⟩ := key t₁ q₁ (h (s * t₁ - s ^ 2 * q₁) (t₁ - q₁) (by ring)
      (by linear_combination ((s ^ 2 - s) / 2) * heq))
    obtain ⟨a₂, b₂⟩ := key t₂ q₂ (h (s * t₂ - s ^ 2 * q₂) (t₂ - q₂)
      (by linear_combination (-(s ^ 2 - s) / 2) * heq) (by ring))
    have h1 := h 1 1 (by rw [a₁, b₁]; ring) (by rw [a₂, b₂]; ring)
    exact one_ne_zero h1.1
  · intro hne U W h₁ h₂
    have hd : t₁ * q₂ - t₂ * q₁ ≠ 0 := sub_ne_zero.mpr hne
    -- eliminate the quadratic, then the linear coefficient
    have ha : (U - W * s) * (t₁ * q₂ - t₂ * q₁) = 0 := by
      linear_combination 2 * q₂ * h₁ - 2 * q₁ * h₂
    have hb : (U - W * s ^ 2) * (t₁ * q₂ - t₂ * q₁) = 0 := by
      linear_combination 2 * t₂ * h₁ - 2 * t₁ * h₂
    exact couplings_vanish hs hs1 ((mul_eq_zero.mp ha).resolve_right hd)
      ((mul_eq_zero.mp hb).resolve_right hd)
```

For sites with several orbitals, it is not enough that the two occupation matrices are nonzero and different. Write \(t_i=\mathrm{Re}\,\mathrm{Tr}\,n_i\) and \(q_i=\mathrm{Re}\,\mathrm{Tr}\,n_i^2\) for \(i=1,2\). The symbol `↔` means "if and only if", and the theorem says that \(U=W=0\) is the only fit to both site energies exactly when

\[
t_1q_2\neq t_2q_1 .
\]

For two single levels this reads \(xy^2\neq yx^2\), which holds precisely when \(x\) and \(y\) are nonzero and distinct. By contrast, \(n_1=\mathrm{diag}(\tfrac12,0)\) and \(n_2=\mathrm{diag}(\tfrac12,\tfrac12)\) are different matrices with \(t_1q_2=t_2q_1=\tfrac14\), so a nontrivial fit exists for them: \(W=U/(s(2-s))\) with any \(U\) if \(s\neq2\), and \(U=0\) with any \(W\) if \(s=2\). The last case shows that a nontrivial fit need not have a nonzero \(U\).

To derive the criterion, set \(A=U-Ws\) and \(B=U-Ws^2\). Equality of the energies on the two sites becomes

\[
A\,t_1-B\,q_1=0,\qquad A\,t_2-B\,q_2=0 .
\]

Suppose first that \(t_1q_2\neq t_2q_1\). Eliminating \(B\) and then \(A\) gives

\[
A\,(t_1q_2-t_2q_1)=0,\qquad B\,(t_1q_2-t_2q_1)=0,
\]

so \(A=B=0\), and both couplings vanish. This is the second half of the Lean proof, with `ha` and `hb` as the two eliminated equations.

For the other direction, suppose that \(t_1q_2=t_2q_1\) and that only zero couplings fit. The choice

\[
U=s\,t_1-s^2q_1,\qquad W=t_1-q_1
\]

fits site 1 identically. It also fits site 2, because the mismatch there is proportional to \(t_1q_2-t_2q_1\). By assumption both of these couplings must be zero, so \(t_1=q_1\) and \(s(1-s)t_1=0\), which gives \(t_1=q_1=0\); the auxiliary fact `key` is this step. Exchanging the roles of the sites gives \(t_2=q_2=0\). But then every energy is zero and \(U=W=1\) also fits, a contradiction.

The `generalize` lines replace the four traces by plain real numbers, since nothing else about the matrices enters.

## A constant offset does not rescue the fit at three occupations

```lean
/-- For a rescaling factor `s > 0` with `s ≠ 1`: if the energies at original and rescaled
occupations agree up to a common constant `C` at three distinct occupations, then both couplings and
the constant are zero. -/
theorem no_rescaled_coupling_with_offset {s U W C x y z : ℝ} (hs : 0 < s) (hs1 : s ≠ 1)
    (hxy : x ≠ y) (hxz : x ≠ z) (hyz : y ≠ z)
    (h₁ : levelEnergy U x = levelEnergy W (s * x) + C)
    (h₂ : levelEnergy U y = levelEnergy W (s * y) + C)
    (h₃ : levelEnergy U z = levelEnergy W (s * z) + C) : U = 0 ∧ W = 0 ∧ C = 0 := by
  unfold levelEnergy at h₁ h₂ h₃
  -- differences remove the constant
  have p : (U - W * s) - (U - W * s ^ 2) * (x + y) = 0 :=
    (mul_eq_zero.mp (show (x - y) * ((U - W * s) - (U - W * s ^ 2) * (x + y)) = 0 by
      linear_combination 2 * h₁ - 2 * h₂)).resolve_left (sub_ne_zero.mpr hxy)
  have q : (U - W * s) - (U - W * s ^ 2) * (x + z) = 0 :=
    (mul_eq_zero.mp (show (x - z) * ((U - W * s) - (U - W * s ^ 2) * (x + z)) = 0 by
      linear_combination 2 * h₁ - 2 * h₃)).resolve_left (sub_ne_zero.mpr hxz)
  have b : U - W * s ^ 2 = 0 :=
    (mul_eq_zero.mp (show (U - W * s ^ 2) * (y - z) = 0 by
      linear_combination q - p)).resolve_right (sub_ne_zero.mpr hyz)
  obtain ⟨hU, hW⟩ := couplings_vanish hs hs1 (by linear_combination p + (x + y) * b) b
  rw [hU, hW] at h₁
  exact ⟨hU, hW, by linarith⟩
```

Total energies are often compared up to a constant, so this theorem allows a common offset \(C\) and asks for agreement at three distinct occupations. One of them may be zero. With \(A\) and \(B\) as before, each equation has the form

\[
A\,x-B\,x^2=2C .
\]

Subtracting the equation at \(y\) from the one at \(x\) and dividing by \(x-y\) gives \(A-B(x+y)=0\), which is `p`. The pair \(x,z\) gives \(A-B(x+z)=0\), which is `q`. Their difference is \(B(y-z)=0\), so \(B=0\), then \(A=0\), and both couplings vanish. Any of the original equations now gives \(C=0\).

## One occupation can be fitted

```lean
/-- For `s > 0` and a single occupation `x` with `s x ≠ 1`, the coupling `U (1 - x) / (s (1 - s x))`
on the rescaled occupation reproduces the correction energy. -/
theorem single_occupation_fit {s x : ℝ} (U : ℝ) (hs : 0 < s) (hx : s * x ≠ 1) :
    levelEnergy U x = levelEnergy (U * (1 - x) / (s * (1 - s * x))) (s * x) := by
  have h : U * (1 - x) / (s * (1 - s * x)) * (s * (1 - s * x)) = U * (1 - x) :=
    div_mul_cancel₀ _ (mul_ne_zero hs.ne' (sub_ne_zero.mpr hx.symm))
  generalize U * (1 - x) / (s * (1 - s * x)) = W at h ⊢
  unfold levelEnergy
  linear_combination (-(x / 2)) * h
```

At a single occupation the equation \(U(1-x)=Ws(1-sx)\) can be solved for the new coupling:

\[
W=\frac{U(1-x)}{s(1-sx)} .
\]

This requires \(sx\neq1\), because at \(sx=1\) the rescaled energy is zero for every \(W\). In Lean, `h` records the solved equation with the denominator multiplied out, and multiplying it by \(x/2\) recovers the equality of energies. Agreement at one reference occupation is therefore no evidence that the two corrections agree elsewhere.

## A linear term restores exact agreement

```lean
/-- For `s > 0`, the coupling `U / s²` together with a potential shift `U (s - 1) / (2 s²)` acting
on the rescaled occupations reproduces the correction energy for every occupation matrix. -/
theorem exact_fit_with_potential_shift {s : ℝ} (U : ℝ) (hs : 0 < s) (n : Matrix m m ℂ) :
    hubbardEnergy U n = hubbardEnergy (U / s ^ 2) (s • n)
      + U * (s - 1) / (2 * s ^ 2) * (trace (s • n)).re := by
  have hs0 : s ≠ 0 := hs.ne'
  rw [hubbardEnergy_smul, hubbardEnergy_eq U n, trace_smul, Complex.smul_re, smul_eq_mul]
  generalize (trace n).re = t
  generalize (trace (n * n)).re = q
  field_simp
  ring

end

end HubbardProjectorRescaling
```

The quadratic parts agree when \(W=U/s^2\). What remains is linear in the occupations, and a potential shift \(\alpha\) acting on the rescaled occupations can absorb it. The condition on the linear parts is

\[
\frac{U}{2}\,t=\frac{U}{2s^2}\,s\,t+\alpha\,s\,t,
\]

which is satisfied by

\[
\alpha=\frac{U(s-1)}{2s^2}.
\]

The theorem states the resulting identity for every occupation matrix:

\[
\frac{U}{2}\,\mathrm{Re}\,\mathrm{Tr}[n(1-n)]
=\frac{U}{2s^2}\,\mathrm{Re}\,\mathrm{Tr}[sn(1-sn)]+\alpha\,\mathrm{Re}\,\mathrm{Tr}(sn).
\]

The proof rewrites both sides in terms of \(t\) and \(q\), clears the denominators with `field_simp`, and leaves the polynomial identity to `ring`. The same \(W\) and \(\alpha\) serve all sites that share the coupling \(U\), so under a uniform rescaling two parameters achieve what one cannot. At \(s=1\) the shift vanishes and \(W=U\), as it should.

```lean
#print axioms HubbardProjectorRescaling.no_rescaled_coupling
#print axioms HubbardProjectorRescaling.only_trivial_fit_iff
#print axioms HubbardProjectorRescaling.single_occupation_fit
#print axioms HubbardProjectorRescaling.exact_fit_with_potential_shift
```

```
'HubbardProjectorRescaling.no_rescaled_coupling' depends on axioms: [propext, Classical.choice, Quot.sound]
'HubbardProjectorRescaling.only_trivial_fit_iff' depends on axioms: [propext, Classical.choice, Quot.sound]
'HubbardProjectorRescaling.single_occupation_fit' depends on axioms: [propext, Classical.choice, Quot.sound]
'HubbardProjectorRescaling.exact_fit_with_potential_shift' depends on axioms: [propext, Classical.choice, Quot.sound]
```

## If the projector change mixes orbitals

A different model would let the new orbitals be linear combinations of the old ones, so that \(n\) becomes \(TnT^\dagger\) for some matrix \(T\). With \(G=T^\dagger T\), the rescaled energy would then involve \(\mathrm{Tr}(Gn)\) and \(\mathrm{Tr}(GnGn)\) in place of \(s\,\mathrm{Tr}\,n\) and \(s^2\,\mathrm{Tr}\,n^2\). The uniform case is \(G=s\,1\). For a unitary \(T\) the energy would not change at all, and \(W=U\) would fit every site. When \(G\) is not a multiple of the identity, whether two sites exclude a common nonzero fit would in general depend on how their occupations are oriented relative to \(G\), and the traces \(t_i\) and \(q_i\) alone would in general not decide it.
